# One geminal power exactly describes two separated electron pairs only if neither pair is correlated

## Two molecules far apart

Take two hydrogen molecules at a large distance. Each holds one spin-up and one spin-down electron, and each pair is correlated: its wave function mixes the doubly occupied bonding orbital with the doubly occupied antibonding one. The four-electron state is the antisymmetrised product of two different pair functions, one per molecule.

An antisymmetrised geminal power puts every pair into the same pair function. That function may extend over both molecules, so it is not obvious whether a suitable choice could reproduce the product state.

## Amplitudes are minors of the pairing matrix

Let $a^\dagger_{i\uparrow}$ and $a^\dagger_{k\downarrow}$ create electrons in orthonormal orbitals $i$ and $k$. A pairing matrix $G$ defines the pair creator
$$\Phi_G=\sum_{i,k}G_{ik}\,a^\dagger_{i\uparrow}a^\dagger_{k\downarrow}.$$
In $\tfrac12\Phi_G^2|0\rangle$, the determinant $a^\dagger_{i\uparrow}a^\dagger_{k\downarrow}a^\dagger_{j\uparrow}a^\dagger_{l\downarrow}|0\rangle$ has the amplitude
$$M^G_{ij,kl}=G_{ik}G_{jl}-G_{il}G_{jk}.$$
The minus sign comes from exchanging the two spin-down electrons. For two pair functions, $\Phi_A\Phi_B|0\rangle$ has the amplitude
$$P_{ij,kl}=A_{ik}B_{jl}+B_{ik}A_{jl}-A_{il}B_{jk}-B_{il}A_{jk}.$$

A nonzero pair is uncorrelated when all 2 by 2 minors of its matrix vanish. The matrix then has the form $u_iv_k$, and the pair is a single determinant with one spin-up and one spin-down orbital.

## The statement and its Lean form

Let $A$ live on the orbitals of one fragment and $B$ on those of another, with both matrices nonzero. A single $G$ with $M^G=P$ exists if and only if all 2 by 2 minors of $A$ and all those of $B$ vanish. This is `single_geminal_iff`.

In Lean, `geminalAmp` is $M^G$ and `productAmp` is $P$. The types `m` and `n` label the orbitals of the two fragments, and `m ⊕ n` is their disjoint union. `separatedAmp` extends $A$ and $B$ by zero blocks to this union and takes their product amplitude. The matrices are complex and need be neither diagonal nor symmetric, and $G$ may couple the fragments in any way. The hypotheses `hA` and `hB` say that there is a pair on each fragment.

Amplitudes are unnormalised. This does not affect existence, because a common complex factor can be absorbed into $G$ through its square root.

The setting is two spin-up and two spin-down electrons, pairing between opposite spins only, and no Jastrow factor. Separation means disjoint orbital sets; no Hamiltonian or energy enters. Within these limits, the result tells a user of variational Monte Carlo that one geminal power cannot exactly equal the product of two separated pairs if either is correlated, while a linear combination of two can.

## Half the difference of two powers

Expanding the minors of a sum gives
$$M^{A+B}=M^A+M^B+P.$$
For separated pairs, each of the first two terms puts all four electrons on one fragment. Changing the sign of $B$ changes only the sign of $P$, so
$$P=\tfrac12\left(M^{A+B}-M^{A-B}\right).$$
This holds for any two pairs, separated or not. If neither pair is correlated, $M^A=M^B=0$, and $G=A+B$ alone suffices. For separated pairs of which only $B$ is correlated, no single $G$ is exact, but $G=tA+B/t$ with $t>0$ gives $M^G=P+M^B/t^2$, which comes arbitrarily close to $P$ as $t$ grows.

## Why correlation rules out a single power

Suppose that $M^G_{ij,xy}=0$ for all $x,y$, and take a third spin-up orbital $p$ and spin-down orbitals $k,l,q$. Multiplying out gives
$$\begin{aligned}
&M^G_{ip,kq}M^G_{jp,lq}-M^G_{ip,lq}M^G_{jp,kq}\\
&\quad=G_{pq}^2M^G_{ij,kl}-G_{pq}G_{pl}M^G_{ij,kq}-G_{pk}G_{pq}M^G_{ij,ql}=0,
\end{aligned}$$
since the remaining terms, $G_{iq}G_{pk}G_{jq}G_{pl}$ and $G_{iq}G_{pl}G_{jq}G_{pk}$, cancel.

Now let $G$ reproduce the separated product. Choose $i,j,k,l$ on the first fragment and $p,q$ on the second, with $B_{pq}\neq0$. Two spin-up electrons never occupy the same fragment, so the assumption on $i,j$ holds. The amplitudes in the relation are $M^G_{ip,kq}=A_{ik}B_{pq}$ and its analogues. Therefore
$$\left(A_{ik}A_{jl}-A_{il}A_{jk}\right)B_{pq}^2=0,$$
and the minor of $A$ vanishes. Exchanging the fragments gives the same result for $B$.

## Four orbitals with two mixing amplitudes

Number the orbitals from 0, and let $A=\mathrm{diag}(1,c)$ act on orbitals 0 and 1, and $B=\mathrm{diag}(1,d)$ on orbitals 2 and 3. The only nonzero amplitudes can be those with equal spin-up and spin-down occupations 02, 03, 12 and 13. Their values are $1,d,c,cd$; normalised, each is divided by $\sqrt{(1+|c|^2)(1+|d|^2)}$.

The array `fourLevelAmp` stores these values for ordered pairs $i<j$ and $k<l$. By `fourLevel_single_geminal_iff`, a single $G$ exists exactly when $c=d=0$, so one correlated pair is already enough to exclude exact agreement. The exchange relation gives
$$\begin{aligned}
1\cdot c&=M^G_{02,02}M^G_{12,12}=M^G_{02,12}M^G_{12,02}=0,\\
1\cdot d&=M^G_{02,02}M^G_{03,03}=M^G_{02,03}M^G_{03,02}=0.
\end{aligned}$$
For $c=d=0$, the matrix $\mathrm{diag}(1,0,1,0)$ works.

For every $c$ and $d$, `fourLevel_two_geminals` gives the two-term form with $\mathrm{diag}(1,c,1,d)$ and $\mathrm{diag}(1,c,-1,-d)$. The products for occupations 01 and 23 are equal in both powers and cancel; the four products between the fragments have opposite signs and survive.

## What goes wrong when one pair is zero

Let $A$ be the 2 by 2 identity and $B=0$. Every product amplitude is then zero, and $G=0$ reproduces it, although $A$ has a minor equal to 1. The conclusion about $A$ therefore needs $B\neq0$, and by symmetry the conclusion about $B$ needs $A\neq0$. The converse direction uses neither condition.

## The complete Lean file

```lean
import Mathlib

open Matrix

namespace SeparatedGeminals

/-- Amplitude, in the geminal power with pairing matrix `G`, of the determinant with spin-up
orbitals `i, j` and spin-down orbitals `k, l`: a 2 by 2 minor of `G`. -/
def geminalAmp {ι : Type*} (G : Matrix ι ι ℂ) (i j k l : ι) : ℂ :=
  G i k * G j l - G i l * G j k

/-- Amplitude of the same determinant in the antisymmetrised product of two pairs with
pairing matrices `A` and `B`. -/
def productAmp {ι : Type*} (A B : Matrix ι ι ℂ) (i j k l : ι) : ℂ :=
  A i k * B j l + B i k * A j l - A i l * B j k - B i l * A j k

/-- Amplitudes of two separated pairs: `A` lives on the orbitals `m` of one fragment and `B`
on the orbitals `n` of the other. -/
def separatedAmp {m n : Type*} (A : Matrix m m ℂ) (B : Matrix n n ℂ) :
    m ⊕ n → m ⊕ n → m ⊕ n → m ⊕ n → ℂ :=
  productAmp (fromBlocks A 0 0 (0 : Matrix n n ℂ)) (fromBlocks (0 : Matrix m m ℂ) 0 0 B)

/-- The geminal power of a sum of two pair functions contains both single geminal powers and
the product of the two pairs. -/
theorem geminalAmp_add {ι : Type*} (A B : Matrix ι ι ℂ) (i j k l : ι) :
    geminalAmp (A + B) i j k l =
      geminalAmp A i j k l + geminalAmp B i j k l + productAmp A B i j k l := by
  simp only [geminalAmp, productAmp, Matrix.add_apply]
  ring

/-- The product of any two pairs is half the difference of two geminal powers, those of the
sum and of the difference of the pair functions. -/
theorem productAmp_eq_half_difference {ι : Type*} (A B : Matrix ι ι ℂ) (i j k l : ι) :
    productAmp A B i j k l =
      (geminalAmp (A + B) i j k l - geminalAmp (A - B) i j k l) / 2 := by
  simp only [geminalAmp, productAmp, Matrix.add_apply, Matrix.sub_apply]
  ring

/-- If no determinant with spin-up orbitals `i, j` occurs in a geminal power, then the
amplitudes that `i` and `j` form with a third orbital `p` obey an exchange relation. -/
theorem exchange_relation {ι : Type*} (G : Matrix ι ι ℂ) (i j p k l q : ι)
    (h : ∀ x y, geminalAmp G i j x y = 0) :
    geminalAmp G i p k q * geminalAmp G j p l q =
      geminalAmp G i p l q * geminalAmp G j p k q := by
  have h1 := h k l
  have h2 := h k q
  have h3 := h q l
  simp only [geminalAmp] at h1 h2 h3 ⊢
  linear_combination G p q ^ 2 * h1 - G p q * G p l * h2 - G p k * G p q * h3

/-- One geminal power describes two separated nonzero pairs if and only if all 2 by 2 minors
of both pairing matrices vanish. -/
theorem single_geminal_iff {m n : Type*} (A : Matrix m m ℂ) (B : Matrix n n ℂ)
    (hA : A ≠ 0) (hB : B ≠ 0) :
    (∃ G : Matrix (m ⊕ n) (m ⊕ n) ℂ,
      ∀ i j k l, geminalAmp G i j k l = separatedAmp A B i j k l) ↔
    (∀ i j k l, geminalAmp A i j k l = 0) ∧ (∀ i j k l, geminalAmp B i j k l = 0) := by
  constructor
  · rintro ⟨G, hG⟩
    constructor
    · intro i j k l
      obtain ⟨p, q, hpq⟩ : ∃ p q, B p q ≠ 0 := by
        by_contra! h
        exact hB (Matrix.ext h)
      -- two spin-up electrons never sit on the same fragment
      have key := exchange_relation G (.inl i) (.inl j) (.inr p) (.inl k) (.inl l) (.inr q)
        (by
          intro x y
          rw [hG]
          rcases x with x | x <;> rcases y with y | y <;> simp [separatedAmp, productAmp])
      simp only [hG, separatedAmp, productAmp, fromBlocks_apply₁₁, fromBlocks_apply₁₂,
        fromBlocks_apply₂₁, fromBlocks_apply₂₂, Matrix.zero_apply, mul_zero,
        add_zero, sub_zero] at key
      have h0 : geminalAmp A i j k l * B p q ^ 2 = 0 := by
        simp only [geminalAmp]
        linear_combination key
      exact (mul_eq_zero.mp h0).resolve_right (pow_ne_zero 2 hpq)
    · intro i j k l
      obtain ⟨p, q, hpq⟩ : ∃ p q, A p q ≠ 0 := by
        by_contra! h
        exact hA (Matrix.ext h)
      have key := exchange_relation G (.inr i) (.inr j) (.inl p) (.inr k) (.inr l) (.inl q)
        (by
          intro x y
          rw [hG]
          rcases x with x | x <;> rcases y with y | y <;> simp [separatedAmp, productAmp])
      simp only [hG, separatedAmp, productAmp, fromBlocks_apply₁₁, fromBlocks_apply₁₂,
        fromBlocks_apply₂₁, fromBlocks_apply₂₂, Matrix.zero_apply, mul_zero,
        zero_add, sub_zero] at key
      have h0 : geminalAmp B i j k l * A p q ^ 2 = 0 := by
        simp only [geminalAmp]
        linear_combination key
      exact (mul_eq_zero.mp h0).resolve_right (pow_ne_zero 2 hpq)
  · rintro ⟨h1, h2⟩
    -- without correlation the sum of the two pair functions does the job
    refine ⟨fromBlocks A 0 0 (0 : Matrix n n ℂ) + fromBlocks (0 : Matrix m m ℂ) 0 0 B, ?_⟩
    have hL : ∀ i j k l, geminalAmp (fromBlocks A 0 0 (0 : Matrix n n ℂ)) i j k l = 0 := by
      rintro (i | i) (j | j) (k | k) (l | l)
      · exact h1 i j k l
      all_goals simp [geminalAmp]
    have hR : ∀ i j k l, geminalAmp (fromBlocks (0 : Matrix m m ℂ) 0 0 B) i j k l = 0 := by
      rintro (i | i) (j | j) (k | k) (l | l)
      on_goal 16 => exact h2 i j k l
      all_goals simp [geminalAmp]
    intro i j k l
    rw [geminalAmp_add, hL, hR, zero_add, zero_add, separatedAmp]

/-- Four orbitals, numbered from 0: amplitudes can be nonzero only for equal spin-up and spin-down
occupations 02, 03, 12, 13, with values `1, d, c, c * d`. It is used for `i < j` and `k < l`. -/
def fourLevelAmp (c d : ℂ) (i j k l : Fin 4) : ℂ :=
  if i = k ∧ j = l then
    !![0, 0, 1, d; 0, 0, c, c * d; 0, 0, 0, 0; 0, 0, 0, 0] i j
  else 0

/-- A geminal with diagonal pairing matrix populates only determinants in which the spin-up
and spin-down electrons occupy the same orbitals. -/
theorem geminalAmp_diagonal {N : ℕ} (g : Fin N → ℂ) {i j k l : Fin N}
    (hij : i < j) (hkl : k < l) :
    geminalAmp (diagonal g) i j k l = if i = k ∧ j = l then g i * g j else 0 := by
  -- the exchange term vanishes because both orbital pairs are ordered
  have hx : diagonal g i l * diagonal g j k = 0 := by
    by_cases h : i = l
    · have hjk : j ≠ k := by
        rintro rfl
        exact absurd (hij.trans hkl) (by simp [h])
      rw [diagonal_apply_ne _ hjk, mul_zero]
    · rw [diagonal_apply_ne _ h, zero_mul]
  rw [geminalAmp, hx, sub_zero]
  by_cases h1 : i = k <;> by_cases h2 : j = l <;> simp [h1, h2]

/-- A single 4 by 4 pairing matrix reproduces the four-orbital amplitudes of two separated
pairs if and only if `c` and `d` both vanish. -/
theorem fourLevel_single_geminal_iff (c d : ℂ) :
    (∃ G : Matrix (Fin 4) (Fin 4) ℂ, ∀ i j k l, i < j → k < l →
      geminalAmp G i j k l = fourLevelAmp c d i j k l) ↔ c = 0 ∧ d = 0 := by
  constructor
  · rintro ⟨G, h⟩
    have a1 : geminalAmp G 0 2 0 2 = 1 :=
      (h 0 2 0 2 (by decide) (by decide)).trans (by simp [fourLevelAmp])
    constructor
    · have a2 : geminalAmp G 1 2 1 2 = c :=
        (h 1 2 1 2 (by decide) (by decide)).trans (by simp [fourLevelAmp])
      have a3 : geminalAmp G 0 2 1 2 = 0 :=
        (h 0 2 1 2 (by decide) (by decide)).trans (by simp [fourLevelAmp])
      have b1 : geminalAmp G 0 1 0 1 = 0 :=
        (h 0 1 0 1 (by decide) (by decide)).trans (by simp [fourLevelAmp])
      have b2 : geminalAmp G 0 1 0 2 = 0 :=
        (h 0 1 0 2 (by decide) (by decide)).trans (by simp [fourLevelAmp])
      have b3 : geminalAmp G 0 1 1 2 = 0 :=
        (h 0 1 1 2 (by decide) (by decide)).trans (by simp [fourLevelAmp])
      have key : geminalAmp G 0 2 0 2 * geminalAmp G 1 2 1 2 =
          geminalAmp G 0 2 1 2 * geminalAmp G 1 2 0 2 := by
        simp only [geminalAmp] at b1 b2 b3 ⊢
        linear_combination G 2 2 ^ 2 * b1 - G 2 2 * G 2 1 * b2 + G 2 0 * G 2 2 * b3
      rw [a1, a2, a3] at key
      simpa using key
    · have a2 : geminalAmp G 0 3 0 3 = d :=
        (h 0 3 0 3 (by decide) (by decide)).trans (by simp [fourLevelAmp])
      have a3 : geminalAmp G 0 2 0 3 = 0 :=
        (h 0 2 0 3 (by decide) (by decide)).trans (by simp [fourLevelAmp])
      have b1 : geminalAmp G 2 3 2 3 = 0 :=
        (h 2 3 2 3 (by decide) (by decide)).trans (by simp [fourLevelAmp])
      have b2 : geminalAmp G 2 3 0 2 = 0 :=
        (h 2 3 0 2 (by decide) (by decide)).trans (by simp [fourLevelAmp])
      have b3 : geminalAmp G 2 3 0 3 = 0 :=
        (h 2 3 0 3 (by decide) (by decide)).trans (by simp [fourLevelAmp])
      have key : geminalAmp G 0 2 0 2 * geminalAmp G 0 3 0 3 =
          geminalAmp G 0 2 0 3 * geminalAmp G 0 3 0 2 := by
        simp only [geminalAmp] at b1 b2 b3 ⊢
        linear_combination G 0 0 ^ 2 * b1 + G 0 0 * G 0 3 * b2 - G 0 2 * G 0 0 * b3
      rw [a1, a2, a3] at key
      simpa using key
  · rintro ⟨rfl, rfl⟩
    have aux : ∀ i j : Fin 4, i < j →
        (![1, 0, 1, 0] : Fin 4 → ℂ) i * (![1, 0, 1, 0] : Fin 4 → ℂ) j =
          fourLevelAmp 0 0 i j i j := by
      intro i j
      fin_cases i <;> fin_cases j <;> simp [fourLevelAmp]
    refine ⟨diagonal ![1, 0, 1, 0], fun i j k l hij hkl => ?_⟩
    rw [geminalAmp_diagonal _ hij hkl]
    by_cases h : i = k ∧ j = l
    · obtain ⟨rfl, rfl⟩ := h
      simpa using aux i j hij
    · simp only [fourLevelAmp, if_neg h]

/-- For all `c` and `d`, half the difference of two diagonal geminal powers reproduces the
four-orbital amplitudes of two separated pairs. -/
theorem fourLevel_two_geminals (c d : ℂ) {i j k l : Fin 4} (hij : i < j) (hkl : k < l) :
    (geminalAmp (diagonal ![1, c, 1, d]) i j k l -
      geminalAmp (diagonal ![1, c, -1, -d]) i j k l) / 2 = fourLevelAmp c d i j k l := by
  have aux : ∀ i j : Fin 4, i < j →
      ((![1, c, 1, d] : Fin 4 → ℂ) i * (![1, c, 1, d] : Fin 4 → ℂ) j -
        (![1, c, -1, -d] : Fin 4 → ℂ) i * (![1, c, -1, -d] : Fin 4 → ℂ) j) / 2 =
          fourLevelAmp c d i j i j := by
    intro i j
    fin_cases i <;> fin_cases j <;> simp [fourLevelAmp]
  rw [geminalAmp_diagonal _ hij hkl, geminalAmp_diagonal _ hij hkl]
  by_cases h : i = k ∧ j = l
  · obtain ⟨rfl, rfl⟩ := h
    simpa only [and_self, if_true] using aux i j hij
  · simp only [fourLevelAmp, if_neg h, sub_zero, zero_div]

end SeparatedGeminals
```

```lean
#print axioms SeparatedGeminals.productAmp_eq_half_difference
-- 'SeparatedGeminals.productAmp_eq_half_difference' depends on axioms: [propext, Classical.choice, Quot.sound]
#print axioms SeparatedGeminals.single_geminal_iff
-- 'SeparatedGeminals.single_geminal_iff' depends on axioms: [propext, Classical.choice, Quot.sound]
#print axioms SeparatedGeminals.fourLevel_single_geminal_iff
-- 'SeparatedGeminals.fourLevel_single_geminal_iff' depends on axioms: [propext, Classical.choice, Quot.sound]
#print axioms SeparatedGeminals.fourLevel_two_geminals
-- 'SeparatedGeminals.fourLevel_two_geminals' depends on axioms: [propext, Classical.choice, Quot.sound]
```

## From the expansions to the theorems

`geminalAmp_add` and `productAmp_eq_half_difference` are the two expansions above. Lean unfolds the amplitudes entry by entry, and `ring` compares the polynomials.

`exchange_relation` takes the three vanishing minors as `h1`, `h2` and `h3`. The coefficients given to `linear_combination` are those in the displayed identity, and the tactic checks that the difference of the two sides is this combination.

In the forward direction of `single_geminal_iff`, `by_contra!` yields a nonzero entry of the other pair's matrix: if every entry were zero, the matrix would be zero. The case split on `x` and `y` checks that two spin-up electrons on one fragment have zero amplitude wherever the spin-down electrons are. After substitution of the separated amplitudes, `key` is the exchange relation in terms of $A$ and $B$. The equation `h0` collects it into a minor times a squared entry, and `mul_eq_zero` removes the nonzero factor. The second half repeats this with the fragments exchanged.

For the converse, `hL` and `hR` show that the minors of the extended matrices vanish. Of the sixteen ways to distribute four indices over two fragments, one is the assumed vanishing minor and the others are zero because of the zero blocks. `geminalAmp_add` then leaves only the product term.

`geminalAmp_diagonal` evaluates a diagonal geminal on ordered pairs. Its exchange term could survive only if $i=l$ and $j=k$, but then $i<j=k<l=i$, which is impossible. What remains is $g_ig_j$ when the spin-up and spin-down occupations agree, and zero otherwise.

The forward direction of `fourLevel_single_geminal_iff` reads the required minors from the array, under names beginning with `a` and `b`. The amplitudes are prescribed only for ordered pairs, so the proof writes out the exchange identity for each of $c$ and $d$ with three ordered vanishing minors; reversing a column pair accounts for the changed signs. The remaining factors $M^G_{12,02}$ and $M^G_{03,02}$ need no separate evaluation, since each is multiplied by zero.

The explicit diagonal constructions, here and in `fourLevel_two_geminals`, use `geminalAmp_diagonal` to reduce the problem to products of diagonal entries. `fin_cases` then checks the orbital pairs one by one.
